# On a closed excitation manifold with solved amplitude equations, the coupled-cluster Jacobian is the transformed Hamiltonian's block minus the coupled-cluster energy

If a coupled-cluster calculation leaves an amplitude equation unsolved, the response Jacobian and the equation-of-motion block of the transformed Hamiltonian can differ by more than a constant shift, and the excitation energies taken from them can then disagree. The file below proves that in a finite basis the two matrices differ exactly by the coupled-cluster ground-state energy times the identity, provided that each excitation operator takes the reference to its own basis state, that the amplitude equations hold on the excitation manifold, and that the excitation operators bring no state into it from outside, the reference excepted.

```lean
import Mathlib

open Matrix

namespace EquationOfMotionCommutator

variable {ι R : Type*} [Fintype ι] [DecidableEq ι] [CommRing R]

/-- The component along basis state `m` of the commutator `[M, T]` applied to the
reference state `o`. -/
def commElement (M T : Matrix ι ι R) (o m : ι) : R :=
  ((M * T - T * M) *ᵥ Pi.single o 1) m

/-- The response Jacobian on the manifold `S`: its entries are the commutator elements of `M`
with the excitation operators `τ n`, taken on the reference state `o`. -/
def jacobian (M : Matrix ι ι R) (τ : ι → Matrix ι ι R) (o : ι) (S : Finset ι) :
    Matrix S S R :=
  Matrix.of fun m n => commElement M (τ n) o m

/-- The block of the transformed Hamiltonian `M` on the manifold `S`. -/
def eomBlock (M : Matrix ι ι R) (S : Finset ι) : Matrix S S R :=
  Matrix.of fun m n => M m n

/-- An operator applied to a basis state gives the corresponding column of its matrix. -/
theorem apply_basis_state (A : Matrix ι ι R) (k m : ι) :
    (A *ᵥ Pi.single k 1) m = A m k := by
  simp

/-- If `T` excites the reference to state `n`, the commutator element is the Hamiltonian element
minus a sum over all states that `M` reaches from the reference. -/
theorem commElement_eq_sub_sum (M T : Matrix ι ι R) (o n m : ι)
    (hT : T *ᵥ Pi.single o 1 = Pi.single n 1) :
    commElement M T o m = M m n - ∑ k, T m k * M k o := by
  have hc : ∀ k, T k o = (Pi.single n 1 : ι → R) k := fun k => by
    rw [← hT, apply_basis_state]
  have h1 : ∑ k, M m k * T k o = M m n := by
    simp [hc, Pi.single_apply]
  unfold commElement
  rw [apply_basis_state, Matrix.sub_apply, Matrix.mul_apply, Matrix.mul_apply, h1]

/-- Suppose that the amplitude equations hold on `S`, that `T` takes the reference to state `n`, and
that `T` brings no basis state outside `S`, other than the reference, into `S`. Then for `m` in `S`
the commutator element is `M m n`, minus the reference energy `M o o` if `m = n`. -/
theorem commElement_eq (M T : Matrix ι ι R) (o n : ι) (S : Finset ι)
    (hM : ∀ k ∈ S, M k o = 0)
    (hT : T *ᵥ Pi.single o 1 = Pi.single n 1)
    (hS : ∀ k, k ∉ S → k ≠ o → ∀ m ∈ S, (T *ᵥ Pi.single k 1) m = 0)
    {m : ι} (hm : m ∈ S) :
    commElement M T o m = M m n - M o o * (if m = n then 1 else 0) := by
  have hc : T m o = if m = n then 1 else 0 := by
    rw [← apply_basis_state T o m, hT, Pi.single_apply]
  -- only the reference survives as intermediate state
  have hsum : ∑ k, T m k * M k o = T m o * M o o := by
    apply Finset.sum_eq_single o
    · intro k _ hko
      by_cases hk : k ∈ S
      · rw [hM k hk, mul_zero]
      · have h0 := hS k hk hko m hm
        rw [apply_basis_state] at h0
        rw [h0, zero_mul]
    · intro h
      exact absurd (Finset.mem_univ o) h
  rw [commElement_eq_sub_sum M T o n m hT, hsum, hc, mul_comm]

/-- Suppose that only the reference can have rank 0, that the amplitude equations hold for ranks 1
to `p`, and that `T` takes the reference to state `n` and never lowers the rank. Then for `m` of
rank 1 to `p` the commutator element is `M m n`, minus `M o o` if `m = n`. -/
theorem commElement_eq_of_rank (M T : Matrix ι ι R) (o n : ι) (rank : ι → ℕ) (p : ℕ)
    (h0 : ∀ k, rank k = 0 → k = o)
    (hM : ∀ k, 0 < rank k → rank k ≤ p → M k o = 0)
    (hT : T *ᵥ Pi.single o 1 = Pi.single n 1)
    (hrank : ∀ m k, T m k ≠ 0 → rank k ≤ rank m)
    {m : ι} (hm : 0 < rank m ∧ rank m ≤ p) :
    commElement M T o m = M m n - M o o * (if m = n then 1 else 0) := by
  apply commElement_eq M T o n (Finset.univ.filter fun k => 0 < rank k ∧ rank k ≤ p)
  · intro k hk
    have hk2 : 0 < rank k ∧ rank k ≤ p := (Finset.mem_filter.1 hk).2
    exact hM k hk2.1 hk2.2
  · exact hT
  · intro k hk hko i hi
    have hi2 : 0 < rank i ∧ rank i ≤ p := (Finset.mem_filter.1 hi).2
    rw [apply_basis_state]
    by_contra hne
    -- a nonzero element would put `k` inside the truncated manifold
    have hle := hrank i k hne
    have hpos : rank k ≠ 0 := fun h => hko (h0 k h)
    exact hk (Finset.mem_filter.2 ⟨Finset.mem_univ _, by omega, by omega⟩)
  · exact Finset.mem_filter.2 ⟨Finset.mem_univ _, hm⟩

/-- If the amplitude equations hold on `S`, each `τ n` with `n` in `S` takes the reference to state
`n`, and the closure condition holds, then the response Jacobian is the Hamiltonian block on `S`
minus the reference energy `M o o` times the identity. -/
theorem jacobian_eq (M : Matrix ι ι R) (τ : ι → Matrix ι ι R) (o : ι) (S : Finset ι)
    (hM : ∀ k ∈ S, M k o = 0)
    (hτ : ∀ n ∈ S, τ n *ᵥ Pi.single o 1 = Pi.single n 1)
    (hS : ∀ n ∈ S, ∀ k, k ∉ S → k ≠ o → ∀ m ∈ S, (τ n *ᵥ Pi.single k 1) m = 0) :
    jacobian M τ o S = eomBlock M S - M o o • (1 : Matrix S S R) := by
  ext m n
  have h := commElement_eq M (τ n) o n S hM (hτ n n.2) (hS n n.2) m.2
  by_cases hmn : m = n
  · subst hmn
    simpa [jacobian, eomBlock] using h
  · have hne : (m : ι) ≠ n := fun e => hmn (Subtype.ext e)
    simpa [jacobian, eomBlock, hmn, hne, Matrix.one_apply] using h

/-- Under the amplitude equations on `S`, the excitation condition on the `τ n` and the closure
condition, a vector `r` solves the response equation with value `ω` exactly when it solves the
equation-of-motion problem in the block with value `M o o + ω`. -/
theorem response_iff_eom (M : Matrix ι ι R) (τ : ι → Matrix ι ι R) (o : ι) (S : Finset ι)
    (hM : ∀ k ∈ S, M k o = 0)
    (hτ : ∀ n ∈ S, τ n *ᵥ Pi.single o 1 = Pi.single n 1)
    (hS : ∀ n ∈ S, ∀ k, k ∉ S → k ≠ o → ∀ m ∈ S, (τ n *ᵥ Pi.single k 1) m = 0)
    (r : S → R) (ω : R) :
    jacobian M τ o S *ᵥ r = ω • r ↔ eomBlock M S *ᵥ r = (M o o + ω) • r := by
  rw [jacobian_eq M τ o S hM hτ hS, Matrix.sub_mulVec, Matrix.smul_mulVec,
    Matrix.one_mulVec, add_smul, sub_eq_iff_eq_add, add_comm (ω • r)]

/-- Operators of a four-state model with reference 0, single excitations 1 and 2, and the double
excitation 3 that combines them. Entries 1, 2 and 3 are the excitation operators; entry 0 is the
identity. -/
def pairExcitation : Fin 4 → Matrix (Fin 4) (Fin 4) ℂ :=
  ![1,
    !![0, 0, 0, 0; 1, 0, 0, 0; 0, 0, 0, 0; 0, 0, 1, 0],
    !![0, 0, 0, 0; 0, 0, 0, 0; 1, 0, 0, 0; 0, 1, 0, 0],
    !![0, 0, 0, 0; 0, 0, 0, 0; 0, 0, 0, 0; 1, 0, 0, 0]]

/-- A matrix with illustrative entries, used in place of a transformed Hamiltonian in the four-state
model. -/
def modelH : Matrix (Fin 4) (Fin 4) ℂ :=
  !![1, 2, 3, 4; 0, 5, 6, 7; 0, 8, 9, 10; 11, 12, 13, 14]

/-- The four-state model with the singles manifold `{1, 2}` meets the amplitude, excitation and
closure conditions, while its doubles amplitude equation is not satisfied. -/
theorem jacobian_eq_witness :
    (∀ k ∈ ({1, 2} : Finset (Fin 4)), modelH k 0 = 0) ∧
    (∀ n ∈ ({1, 2} : Finset (Fin 4)),
      pairExcitation n *ᵥ Pi.single 0 1 = Pi.single n 1) ∧
    (∀ n ∈ ({1, 2} : Finset (Fin 4)), ∀ k, k ∉ ({1, 2} : Finset (Fin 4)) → k ≠ 0 →
      ∀ m ∈ ({1, 2} : Finset (Fin 4)), (pairExcitation n *ᵥ Pi.single k 1) m = 0) ∧
    modelH 3 0 ≠ 0 := by
  have hout : ∀ k : Fin 4, k ∉ ({1, 2} : Finset (Fin 4)) → k ≠ 0 → k = 3 := by decide
  refine ⟨?_, ?_, ?_, by simp [modelH]⟩
  · intro k hk
    simp only [Finset.mem_insert, Finset.mem_singleton] at hk
    rcases hk with rfl | rfl <;> simp [modelH]
  · intro n hn
    simp only [Finset.mem_insert, Finset.mem_singleton] at hn
    rcases hn with rfl | rfl <;> ext i <;> fin_cases i <;> simp [pairExcitation]
  · intro n hn k hk hk0 m hm
    obtain rfl := hout k hk hk0
    simp only [Finset.mem_insert, Finset.mem_singleton] at hn hm
    rcases hn with rfl | rfl <;> rcases hm with rfl | rfl <;> simp [pairExcitation]

/-- In the four-state model the commutator element between the double excitation 3 and the
single excitation 1 differs from `M 3 1` by the amplitude residual `M 2 0`. -/
theorem doubles_singles_residual (M : Matrix (Fin 4) (Fin 4) ℂ) :
    commElement M (pairExcitation 1) 0 3 = M 3 1 - M 2 0 := by
  have h : pairExcitation 1 *ᵥ Pi.single 0 1 = Pi.single 1 1 :=
    jacobian_eq_witness.2.1 1 (by decide)
  rw [commElement_eq_sub_sum M _ 0 1 3 h]
  simp [pairExcitation, Fin.sum_univ_four]

end EquationOfMotionCommutator
```

```lean
#print axioms EquationOfMotionCommutator.commElement_eq_of_rank
#print axioms EquationOfMotionCommutator.jacobian_eq
#print axioms EquationOfMotionCommutator.response_iff_eom
#print axioms EquationOfMotionCommutator.doubles_singles_residual
```

```
'EquationOfMotionCommutator.commElement_eq_of_rank' depends on axioms: [propext, Classical.choice, Quot.sound]
'EquationOfMotionCommutator.jacobian_eq' depends on axioms: [propext, Classical.choice, Quot.sound]
'EquationOfMotionCommutator.response_iff_eom' depends on axioms: [propext, Classical.choice, Quot.sound]
'EquationOfMotionCommutator.doubles_singles_residual' depends on axioms: [propext, Classical.choice, Quot.sound]
```

## Two matrices on one set of excited states

The basis states are labelled by a finite type `ι`, and a state is its vector of coordinates. The vector `Pi.single k 1` is the basis state e_k, with coordinate 1 at k and 0 elsewhere. One label, `o`, is the reference determinant, and the finite set `S` holds the labels of the excited states that the method keeps. Operators are square matrices, with M_mk the component along e_m of M applied to e_k. In an orthonormal basis of determinants this is ⟨m|M|k⟩.

The number `commElement M T o m` is the component along e_m of the commutator [M, T] applied to the reference:

⟨m|[M, T]|o⟩ = ((MT − TM) e_o)_m

With one excitation operator τ_n for each n, these numbers fill the matrix `jacobian M τ o S`, whose rows and columns run over `S`. The matrix `eomBlock M S` has the same shape and simply holds the elements M_mn. The theorem `jacobian_eq` relates them:

⟨m|[M, τ_n]|o⟩ = M_mn − M_oo δ_mn  for m and n in S

It has three hypotheses. The first, `hM`, says that M_ko = 0 for every k in `S`. The second, `hτ`, says that τ_n takes e_o to e_n. The third, `hS`, is a closure condition: when k is neither in `S` nor the reference, τ_n e_k has no component in `S`.

The version for a single element, `commElement_eq`, does not ask that n lie in `S`. Neither version asks that the reference lie outside `S`, although that is the case of physical interest; if it lay inside, `hM` would force M_oo to vanish.

## The coupled-cluster reading

In the application, M is the similarity-transformed Hamiltonian exp(−X) H exp(X), where H is the electronic Hamiltonian and X the cluster operator. M is in general not Hermitian, and the theorems do not ask it to be. They accept any matrix M over a commutative ring `R`, which for chemistry is the real or complex numbers, so the exponential form plays no part in the argument.

The hypothesis `hM` is the set of projected amplitude equations, which a ground-state calculation solves to fix the amplitudes in X. Here they are assumed to be solved. The element M_oo is then the coupled-cluster ground-state energy. The comments in the code call it the reference energy, but it is not the energy ⟨o|H|o⟩ of the reference determinant, because it includes the correlation energy. States outside `S` carry no such equation, and M may well connect the reference to them: with singles and doubles in `S`, the transformed Hamiltonian generally still has components on higher excitations.

The hypothesis `hτ` says that τ_n creates the excited state n from the reference. It also fixes a convention, since the sign and scale of e_n are those that τ_n produces.

For a manifold that keeps every excitation up to a given rank, the closure condition follows from the fact that excitation operators only excite. With singles and doubles kept, for example, a triple excitation acted on by a further excitation operator cannot turn into a single or a double.

The commutator form of the Jacobian comes from differentiating the amplitude equations with respect to the amplitudes. The file takes this form as the definition. For electronic structure, the result means that linear-response and equation-of-motion coupled-cluster calculations in the same finite basis, on the same manifold and under these conditions, give the same excitation energies. Transition moments and infinite-dimensional operators are not treated.

## Only the reference survives as an intermediate state

Write T for one excitation operator, with T e_o = e_n, and take m in `S`. Expanding the commutator in the basis gives two sums:

⟨m|[M, T]|o⟩ = Σ_k M_mk T_ko − Σ_k T_mk M_ko

The column of T that belongs to the reference is e_n, so T_ko = δ_kn, and the first sum collapses to M_mn. Hence

⟨m|[M, T]|o⟩ = M_mn − Σ_k T_mk M_ko

The remaining sum runs over every state k that M reaches from the reference and T then carries to m. There are three kinds of term:

- If k ≠ o lies in `S`, the amplitude equation gives M_ko = 0.
- If k ≠ o lies outside `S`, closure gives T_mk = 0.
- If k = o, the term is T_mo M_oo = δ_mn M_oo.

Only the last kind is left, so

⟨m|[M, T]|o⟩ = M_mn − M_oo δ_mn

The Lean proof follows the same route. The lemma `apply_basis_state` identifies an operator applied to a basis state with a column of its matrix, which translates between the hypotheses on states and the matrix elements in the sums. The lemma `commElement_eq_sub_sum` is the formula with one sum left. It uses neither the amplitude equations nor closure, so it also shows what remains when they fail.

In `commElement_eq`, the step `Finset.sum_eq_single o` reduces the sum to its reference term once every other term is shown to vanish. The case split on `k ∈ S` then supplies the first two reasons in the list, and `hc` records that T_mo = δ_mn.

## Closure from excitation rank

For the usual truncations, closure need not be checked state by state. Let `rank k` be the number of electrons promoted in state k, and keep all states of rank 1 up to p. Then p = 1 keeps the singles, and p = 2 keeps the singles and doubles. The theorem `commElement_eq_of_rank` assumes that only the reference can have rank 0 and that T never lowers the rank: if T_mk ≠ 0, then rank k ≤ rank m. A true excitation operator satisfies this, since it raises the rank of every state that it does not annihilate.

Closure follows by contradiction. Suppose that k is neither the reference nor in the manifold, and that T_ik ≠ 0 for some i in the manifold. The rank of k is not 0, because k is not the reference. It is at most the rank of i, which is at most p. So k has a rank from 1 to p and belongs to the manifold after all.

In Lean, the manifold is the set of all labels filtered by this condition on the rank. The step `by_contra hne` assumes the forbidden matrix element, `hrank` and `h0` bound the rank of k, and `omega` completes the inequalities. The element formula is then an application of `commElement_eq`.

## From matrix elements to excitation energies

Let A be the Jacobian, B the Hamiltonian block and 1 the identity on `S`. Collecting the elements gives

A = B − M_oo 1

The proof of `jacobian_eq` compares entries and treats the diagonal and off-diagonal cases separately. Now let r be a vector of excitation amplitudes on `S`, and ω a number. Since A r = B r − M_oo r,

A r = ω r  exactly when  B r = (M_oo + ω) r

This is `response_iff_eom`. For a nonzero r, it says that the response eigenvalue ω is an excitation energy measured from the ground state, that the block gives the corresponding total energy M_oo + ω, and that both problems share the right eigenvector r. An equation-of-motion calculation often includes the reference in the space as well. Since M_ko = 0 for every k in `S`, this only adds the eigenvalue M_oo and leaves those of B unchanged. The Lean proof substitutes the matrix identity, distributes the products over the vector and moves M_oo r to the other side.

## Four states and one amplitude residual

The matrices in `pairExcitation` describe a reference 0, two single excitations 1 and 2, and the double excitation 3 that combines them. The operator τ_1 takes state 0 to 1 and state 2 to 3, and annihilates the other two. The operator τ_2 takes 0 to 2 and 1 to 3, and τ_3 takes 0 to 3.

The theorem `jacobian_eq_witness` checks that the matrix `modelH` and the singles manifold {1, 2} satisfy all three hypotheses, while the doubles element M_30 = 11 is not zero. The hypotheses therefore do not require the amplitude equations to hold outside the manifold. The entries of `modelH` are chosen for easy arithmetic and are not computed from an electronic Hamiltonian. The proof goes through the few possible labels; the only state outside the manifold other than the reference is 3, and neither τ_1 nor τ_2 sends it to a single excitation.

The numbers show the shift at work. The shift is M_00 = 1, and the two matrices, written row by row, are

B = (5, 6; 8, 9)
A = (4, 6; 8, 8)

The last theorem, `doubles_singles_residual`, leaves M arbitrary and looks at the element between the double excitation 3 and the single excitation 1:

⟨3|[M, τ_1]|0⟩ = M_31 − M_20

This element is off the diagonal, so the general formula would give M_31 alone. The extra term arises because M can take the reference to state 2, which τ_1 then turns into state 3. The proof takes the one-sum formula from `commElement_eq_sub_sum` and writes out its four terms, of which only k = 2 contributes.

The term M_20 is the residual of a singles amplitude equation. On the full manifold {1, 2, 3} it vanishes once that equation is solved. If the ground-state iteration stops while M_20 is still nonzero, the Jacobian element and the block element differ by this residual, so the two matrices are no longer related by the shift alone.

The same term shows why closure matters. On the manifold {1, 3}, which keeps the double excitation but omits one of the singles that lead to it, no amplitude equation applies to state 2, and M_20 can stay nonzero even when every equation on the manifold is solved. Closure fails there because τ_1 carries state 2, from outside, to state 3 inside.
